# For an impurity level at zero energy, a finite particle-hole symmetric bath gives the noninteracting G(iw) no nonzero finite limit as w → 0⁺

Couple an impurity orbital at zero energy to one bath level, also at zero energy, with coupling $V\neq 0$. Then
$$G(iw)=\frac{1}{iw-V^2/(iw)}=\frac{-iw}{w^2+V^2},$$
which vanishes as $w$ decreases to 0. With two levels at $\pm a$, $a\neq0$, and equal couplings $v$, I get
$$G(iw)=\frac{-i}{w\,\bigl(1+2v^2/(w^2+a^2)\bigr)},$$
which diverges. A metallic bath with constant hybridization $-i\Gamma$, $\Gamma>0$, would give $-i/\Gamma$. If I keep adding levels symmetrically, can I ever land in between?

## No finite number of levels produces the metallic value

No. Let the bath have finitely many real levels $e_k$ and nonzero real couplings $V_k$, and let $G(z)=1/(z-\sum_k V_k^2/(z-e_k))$. For $w>0$, multiplying by the conjugate gives
$$-\frac{V_k^2}{iw-e_k}=\frac{V_k^2(e_k+iw)}{w^2+e_k^2}.$$
Summing over $k$,
$$\frac1{G(iw)}=R(w)+i\,x(w),\qquad R=\sum_k\frac{e_kV_k^2}{w^2+e_k^2},$$
$$x=w\,(1+S),\qquad S=\sum_k\frac{V_k^2}{w^2+e_k^2}.$$

Symmetry pairs each term of $R$ with its negative, so $R=0$ and $G(iw)=-i/x(w)$. Two cases remain:

- If some $e_k=0$, that level alone gives $x\ge V_k^2/w\to\infty$, so $G(iw)\to0$.
- If no level is at zero, $S\to\sum_k V_k^2/e_k^2$, which is finite. Hence $x\to0$ and $|G(iw)|=1/x\to\infty$. Moreover, $iw\,G(iw)=1/(1+S)\to1/(1+\sum_k V_k^2/e_k^2)$, which fixes the rate of divergence.

Without symmetry, $\operatorname{Im}G=-x|G|^2$ still holds. Suppose $G(iw)\to g$ with $g$ finite. If $x\to0$, then $\operatorname{Im}g=0$. If $x\to\infty$, then $|G|^2=-\operatorname{Im}G/x\to0$, so $g=0$. Either way $g$ is real, which rules out $-i/\Gamma$ for asymmetric baths too. A nonzero real limit can occur for a general bath: one level at energy 1 with coupling 1 gives $G(iw)\to1$.

Be careful with the word "symmetric": levels in pairs $\pm e$ are not enough, because the squared couplings must match as well. Levels at $1$ and $-1$ with squared couplings 1 and 2 give $G(iw)\to-1$.

Here is the argument in Lean.

```lean
import Mathlib

open Filter Topology
open Complex (I)

namespace FiniteBathLowFrequency

noncomputable section

variable {ι : Type*} [Fintype ι]

/-- The hybridization function of a finite bath with levels `e k` and couplings `V k`,
for `z` different from every level. -/
def hyb (e V : ι → ℝ) (z : ℂ) : ℂ := ∑ k, (V k : ℂ) ^ 2 / (z - e k)

/-- The noninteracting impurity Green function, for `z` different from every bath level
and from every zero of `z - hyb e V z`. -/
def green (e V : ι → ℝ) (z : ℂ) : ℂ := 1 / (z - hyb e V z)

/-- The sum of `V k ^ 2 / (w ^ 2 + e k ^ 2)` over the bath, for `w ≠ 0` or a bath without
a level at zero energy. -/
def bathSum (e V : ι → ℝ) (w : ℝ) : ℝ := ∑ k, V k ^ 2 / (w ^ 2 + e k ^ 2)

/-- The sum of `e k * V k ^ 2 / (w ^ 2 + e k ^ 2)` over the bath, for `w ≠ 0` or a bath
without a level at zero energy. -/
def bathShift (e V : ι → ℝ) (w : ℝ) : ℝ := ∑ k, e k * (V k ^ 2 / (w ^ 2 + e k ^ 2))

/-- Particle-hole symmetry of the bath: a permutation of the levels reverses every energy
and preserves every squared coupling. -/
def ParticleHole (e V : ι → ℝ) : Prop :=
  ∃ σ : Equiv.Perm ι, ∀ k, e (σ k) = -e k ∧ V (σ k) ^ 2 = V k ^ 2

/-- Two levels at `a` and `-a` with equal couplings form a particle-hole symmetric bath. -/
theorem particleHole_witness (a v : ℝ) : ParticleHole ![a, -a] ![v, v] :=
  ⟨Equiv.swap 0 1, fun k => by fin_cases k <;> simp⟩

/-- For `w > 0` the denominator of the Green function at `iw` has real part `bathShift`
and imaginary part `w * (1 + bathSum)`. -/
theorem inv_green_axis (e V : ι → ℝ) {w : ℝ} (hw : 0 < w) :
    I * w - hyb e V (I * w) =
      (bathShift e V w : ℂ) + I * ((w * (1 + bathSum e V w) : ℝ) : ℂ) := by
  have hh : hyb e V (I * w) =
      -(bathShift e V w : ℂ) - I * ((w * bathSum e V w : ℝ) : ℂ) := by
    unfold hyb bathShift bathSum
    push_cast
    simp only [Finset.mul_sum]
    rw [← Finset.sum_neg_distrib, ← Finset.sum_sub_distrib]
    refine Finset.sum_congr rfl fun k _ => ?_
    have hp : w ^ 2 + e k ^ 2 ≠ 0 := by positivity
    have hpc : (w : ℂ) ^ 2 + (e k : ℂ) ^ 2 ≠ 0 := by exact_mod_cast hp
    -- multiply numerator and denominator by the conjugate
    have key : (I * w - e k) * (-(e k : ℂ) - I * w) = (w : ℂ) ^ 2 + (e k : ℂ) ^ 2 := by
      linear_combination (-(w : ℂ) ^ 2) * Complex.I_sq
    have hd : I * w - (e k : ℂ) ≠ 0 := by
      intro h
      rw [h, zero_mul] at key
      exact hpc key.symm
    calc (V k : ℂ) ^ 2 / (I * w - e k)
        = (V k : ℂ) ^ 2 * (-(e k : ℂ) - I * w) / ((w : ℂ) ^ 2 + (e k : ℂ) ^ 2) := by
          rw [div_eq_div_iff hd hpc, ← key]
          ring
      _ = _ := by ring
  rw [hh]
  push_cast
  ring

/-- For `w > 0` the quantity `w * (1 + bathSum)` is positive. -/
theorem axis_pos (e V : ι → ℝ) {w : ℝ} (hw : 0 < w) : 0 < w * (1 + bathSum e V w) := by
  have h : 0 ≤ bathSum e V w := Finset.sum_nonneg fun k _ => by positivity
  exact mul_pos hw (by linarith)

/-- For a particle-hole symmetric bath and `w > 0`, the Green function at `iw` is purely
imaginary and equals `-i / (w * (1 + bathSum))`. -/
theorem green_symmetric {e V : ι → ℝ} (hs : ParticleHole e V) {w : ℝ} (hw : 0 < w) :
    green e V (I * w) = -I * (((w * (1 + bathSum e V w))⁻¹ : ℝ) : ℂ) := by
  obtain ⟨σ, hσ⟩ := hs
  -- the contributions of opposite levels to the real part cancel
  have h0 : bathShift e V w = 0 := by
    have h1 : ∑ k, e (σ k) * (V (σ k) ^ 2 / (w ^ 2 + e (σ k) ^ 2)) = bathShift e V w :=
      Equiv.sum_comp σ (fun k => e k * (V k ^ 2 / (w ^ 2 + e k ^ 2)))
    have h2 : ∑ k, e (σ k) * (V (σ k) ^ 2 / (w ^ 2 + e (σ k) ^ 2)) = -bathShift e V w := by
      unfold bathShift
      rw [← Finset.sum_neg_distrib]
      refine Finset.sum_congr rfl fun k _ => ?_
      rw [(hσ k).1, (hσ k).2, neg_sq, neg_mul]
    linarith
  unfold green
  rw [inv_green_axis e V hw, h0, Complex.ofReal_zero, zero_add, one_div, mul_inv,
    Complex.inv_I, Complex.ofReal_inv]

/-- If a level at zero energy is coupled to the impurity, `w * (1 + bathSum)` diverges as
`w` decreases to zero. -/
theorem tendsto_zero_mode (e V : ι → ℝ) {k : ι} (hk : e k = 0) (hV : V k ≠ 0) :
    Tendsto (fun w : ℝ => w * (1 + bathSum e V w)) (𝓝[>] 0) atTop := by
  have hpos : 0 < V k ^ 2 := by positivity
  refine tendsto_atTop_mono' _ ?_ (tendsto_inv_nhdsGT_zero.const_mul_atTop hpos)
  filter_upwards [self_mem_nhdsWithin] with w hw
  have hw' : 0 < w := hw
  -- keep only the zero-energy level in the sum
  have hle : V k ^ 2 / (w ^ 2 + e k ^ 2) ≤ bathSum e V w :=
    Finset.single_le_sum (f := fun j => V j ^ 2 / (w ^ 2 + e j ^ 2))
      (fun j _ => by positivity) (Finset.mem_univ k)
  rw [hk] at hle
  have heq : V k ^ 2 * w⁻¹ = w * (V k ^ 2 / (w ^ 2 + 0 ^ 2)) := by
    rw [zero_pow two_ne_zero, add_zero]
    field_simp
  rw [heq]
  exact mul_le_mul_of_nonneg_left (by linarith) hw'.le

/-- If no level lies at zero energy, then as `w` decreases to zero `bathSum` tends to the sum
of `V k ^ 2 / e k ^ 2`, and `w * (1 + bathSum)` tends to zero. -/
theorem tendsto_gapped (e V : ι → ℝ) (he : ∀ k, e k ≠ 0) :
    Tendsto (fun w : ℝ => bathSum e V w) (𝓝[>] 0) (𝓝 (∑ k, V k ^ 2 / e k ^ 2)) ∧
    Tendsto (fun w : ℝ => w * (1 + bathSum e V w)) (𝓝[>] 0) (𝓝 0) := by
  have hS : Tendsto (fun w : ℝ => bathSum e V w) (𝓝[>] 0)
      (𝓝 (∑ k, V k ^ 2 / e k ^ 2)) := by
    unfold bathSum
    refine tendsto_finsetSum _ fun k _ => ?_
    have hc : ContinuousAt (fun w : ℝ => V k ^ 2 / (w ^ 2 + e k ^ 2)) 0 :=
      ContinuousAt.div (by fun_prop) (by fun_prop) (by simpa using he k)
    have h0 : V k ^ 2 / ((0 : ℝ) ^ 2 + e k ^ 2) = V k ^ 2 / e k ^ 2 := by simp
    rw [← h0]
    exact hc.tendsto.mono_left nhdsWithin_le_nhds
  have hid : Tendsto (fun w : ℝ => w) (𝓝[>] 0) (𝓝 0) := nhdsWithin_le_nhds
  have h := hid.mul (hS.const_add 1)
  rw [zero_mul] at h
  exact ⟨hS, h⟩

/-- For a particle-hole symmetric finite bath with nonzero couplings, as `w` decreases to zero
`G(iw)` vanishes if some level lies at zero energy, and `|G(iw)|` diverges if none does.
The only finite limit that `G(iw)` can have is zero. -/
theorem finite_bath_dichotomy {e V : ι → ℝ} (hV : ∀ k, V k ≠ 0) (hs : ParticleHole e V) :
    ((∃ k, e k = 0) → Tendsto (fun w : ℝ => green e V (I * w)) (𝓝[>] 0) (𝓝 0)) ∧
    ((∀ k, e k ≠ 0) → Tendsto (fun w : ℝ => ‖green e V (I * w)‖) (𝓝[>] 0) atTop) ∧
    (∀ g : ℂ, Tendsto (fun w : ℝ => green e V (I * w)) (𝓝[>] 0) (𝓝 g) → g = 0) := by
  have hA : (∃ k, e k = 0) →
      Tendsto (fun w : ℝ => green e V (I * w)) (𝓝[>] 0) (𝓝 0) := by
    rintro ⟨k, hk⟩
    have h := ((Complex.continuous_ofReal.tendsto 0).comp
      (tendsto_inv_atTop_zero.comp (tendsto_zero_mode e V hk (hV k)))).const_mul (-I)
    rw [Complex.ofReal_zero, mul_zero] at h
    refine h.congr' ?_
    filter_upwards [self_mem_nhdsWithin] with w hw
    exact (green_symmetric hs hw).symm
  have hB : (∀ k, e k ≠ 0) →
      Tendsto (fun w : ℝ => ‖green e V (I * w)‖) (𝓝[>] 0) atTop := by
    intro he
    have hp : ∀ᶠ w : ℝ in 𝓝[>] 0, w * (1 + bathSum e V w) ∈ Set.Ioi (0 : ℝ) := by
      filter_upwards [self_mem_nhdsWithin] with w hw
      exact axis_pos e V hw
    have h := tendsto_inv_nhdsGT_zero.comp
      (tendsto_nhdsWithin_iff.mpr ⟨(tendsto_gapped e V he).2, hp⟩)
    refine h.congr' ?_
    filter_upwards [self_mem_nhdsWithin] with w hw
    rw [green_symmetric hs hw, norm_mul, norm_neg, Complex.norm_I, one_mul,
      Complex.norm_real, Real.norm_of_nonneg (inv_nonneg.mpr (axis_pos e V hw).le)]
    rfl
  refine ⟨hA, hB, fun g hg => ?_⟩
  by_cases h : ∃ k, e k = 0
  · exact tendsto_nhds_unique hg (hA h)
  · exact absurd hg.norm
      (not_tendsto_nhds_of_tendsto_atTop (hB fun k hk => h ⟨k, hk⟩) _)

/-- For a particle-hole symmetric finite bath without a level at zero energy, `iw G(iw)` tends
to `1 / (1 + ∑ V k ^ 2 / e k ^ 2)` as `w` decreases to zero. -/
theorem pole_weight {e V : ι → ℝ} (hs : ParticleHole e V) (he : ∀ k, e k ≠ 0) :
    Tendsto (fun w : ℝ => I * w * green e V (I * w)) (𝓝[>] 0)
      (𝓝 (((1 + ∑ k, V k ^ 2 / e k ^ 2)⁻¹ : ℝ) : ℂ)) := by
  have hn : 0 ≤ ∑ k, V k ^ 2 / e k ^ 2 := Finset.sum_nonneg fun k _ => by positivity
  have h := (Complex.continuous_ofReal.tendsto _).comp
    (((tendsto_gapped e V he).1.const_add 1).inv₀ (by linarith))
  refine h.congr' ?_
  filter_upwards [self_mem_nhdsWithin] with w hw
  have hw' : 0 < w := hw
  have h1 : (w : ℂ) * (w : ℂ)⁻¹ = 1 :=
    mul_inv_cancel₀ (Complex.ofReal_ne_zero.mpr hw'.ne')
  change (((1 + bathSum e V w)⁻¹ : ℝ) : ℂ) = I * w * green e V (I * w)
  rw [green_symmetric hs hw', mul_inv, Complex.ofReal_mul, Complex.ofReal_inv w]
  generalize (((1 + bathSum e V w)⁻¹ : ℝ) : ℂ) = s
  linear_combination (-s) * h1 + ((w : ℂ) * (w : ℂ)⁻¹ * s) * Complex.I_sq

/-- For any finite bath with nonzero couplings, symmetric or not, a finite limit of `G(iw)` as
`w` decreases to zero has zero imaginary part. -/
theorem limit_im_eq_zero {e V : ι → ℝ} (hV : ∀ k, V k ≠ 0) {g : ℂ}
    (hg : Tendsto (fun w : ℝ => green e V (I * w)) (𝓝[>] 0) (𝓝 g)) : g.im = 0 := by
  -- the imaginary part of G is minus that of 1/G times |G|²
  have him : ∀ w : ℝ, 0 < w → (green e V (I * w)).im =
      -(w * (1 + bathSum e V w)) * Complex.normSq (green e V (I * w)) := by
    intro w hw
    have hD : (I * w - hyb e V (I * w)).im = w * (1 + bathSum e V w) := by
      rw [inv_green_axis e V hw]
      simp
    unfold green
    rw [one_div, Complex.inv_im, Complex.normSq_inv, hD]
    ring
  have hI := (Complex.continuous_im.tendsto g).comp hg
  have hN := (Complex.continuous_normSq.tendsto g).comp hg
  by_cases h : ∃ k, e k = 0
  · obtain ⟨k, hk⟩ := h
    have h0 := hI.neg.mul (tendsto_inv_atTop_zero.comp (tendsto_zero_mode e V hk (hV k)))
    have hz : Complex.normSq g = -g.im * 0 := by
      refine tendsto_nhds_unique hN (h0.congr' ?_)
      filter_upwards [self_mem_nhdsWithin] with w hw
      have hx := mul_inv_cancel₀ (axis_pos e V hw).ne'
      change -(green e V (I * w)).im * (w * (1 + bathSum e V w))⁻¹ =
        Complex.normSq (green e V (I * w))
      rw [him w hw]
      generalize w * (1 + bathSum e V w) = x at hx ⊢
      linear_combination Complex.normSq (green e V (I * w)) * hx
    rw [mul_zero] at hz
    rw [Complex.normSq_eq_zero.mp hz, Complex.zero_im]
  · have h0 := (tendsto_gapped e V fun k hk => h ⟨k, hk⟩).2.neg.mul hN
    rw [neg_zero, zero_mul] at h0
    refine tendsto_nhds_unique hI (h0.congr' ?_)
    filter_upwards [self_mem_nhdsWithin] with w hw
    exact (him w hw).symm

/-- A bath with a single level at energy 1 and coupling 1 gives `G(iw)` the limit 1 as `w`
decreases to zero. -/
theorem asymmetric_limit :
    Tendsto (fun w : ℝ => green (fun _ : Unit => 1) (fun _ => 1) (I * w))
      (𝓝[>] 0) (𝓝 1) := by
  have hc : Continuous (fun w : ℝ => I * (w : ℂ)) := by fun_prop
  have h : Tendsto (fun w : ℝ => I * (w : ℂ)) (𝓝[>] 0) (𝓝 0) := by
    simpa only [Complex.ofReal_zero, mul_zero] using
      (hc.tendsto 0).mono_left nhdsWithin_le_nhds
  have h2 := (tendsto_const_nhds (x := (1 : ℂ))).div (h.sub_const 1) (by norm_num)
  have h3 := (tendsto_const_nhds (x := (1 : ℂ))).div (h.sub h2) (by norm_num)
  have hval : (1 : ℂ) / (0 - 1 / (0 - 1)) = 1 := by norm_num
  rw [hval] at h3
  refine h3.congr fun w => ?_
  simp [green, hyb]

end

end FiniteBathLowFrequency
```

```lean
#print axioms FiniteBathLowFrequency.finite_bath_dichotomy
#print axioms FiniteBathLowFrequency.pole_weight
#print axioms FiniteBathLowFrequency.limit_im_eq_zero
#print axioms FiniteBathLowFrequency.asymmetric_limit
```

```
'FiniteBathLowFrequency.finite_bath_dichotomy' depends on axioms: [propext, Classical.choice, Quot.sound]
'FiniteBathLowFrequency.pole_weight' depends on axioms: [propext, Classical.choice, Quot.sound]
'FiniteBathLowFrequency.limit_im_eq_zero' depends on axioms: [propext, Classical.choice, Quot.sound]
'FiniteBathLowFrequency.asymmetric_limit' depends on axioms: [propext, Classical.choice, Quot.sound]
```

The finite type `ι` labels the bath levels, `e` and `V` are the real energies and couplings, and `hyb` and `green` are the hybridization and $G$. `bathShift` is $R$ and `bathSum` is $S$. `ParticleHole` asks for a permutation of the levels that reverses energies and preserves squared couplings; `particleHole_witness` supplies the two-level example. The filter `𝓝[>] 0` means that $w$ approaches 0 through positive values.

`finite_bath_dichotomy` has three parts: the zero limit, the divergence of the norm, and the statement that any finite limit `g` is 0. An empty bath is allowed and belongs to the divergent case, with $G=1/(iw)$. The hypothesis `hV` ensures that a level at zero energy is actually coupled.

In the proof, `inv_green_axis` performs the conjugate multiplication and `axis_pos` gives $x>0$. In `green_symmetric`, reindexing the sum by the permutation shows that $R=-R$, hence $R=0$. `tendsto_zero_mode` keeps only the zero-energy term as a lower bound, while `tendsto_gapped` takes the limit term by term. The dichotomy inverts these limits; its last part uses uniqueness of limits in one case and the diverging norm in the other. `pole_weight` proves the limit of $iw\,G(iw)$, `limit_im_eq_zero` follows the two cases for $\operatorname{Im}G$, and `asymmetric_limit` computes the one-level example.

Exact-diagonalization solvers in DMFT also work with a finite bath. With energies measured from the chemical potential, the results above apply to their noninteracting impurity function for a single impurity orbital whose level is at zero. The result concerns the limit $w\to0^+$ and sets no bound on the quality of a bath fit at the fermionic Matsubara frequencies, which are all nonzero at positive temperature.
